# The antisymmetriser of three particles is an orthogonal projector

For three particles that share a finite one-particle basis, the antisymmetriser is the signed average of the six operators that permute the particles. The theorem `antisym_projector` states that this operator is an orthogonal projector: as a complex matrix in the product basis, it is Hermitian and equal to its own square. For the first property, the proof uses that the adjoint of a permutation operator belongs to the inverse permutation, which has the same sign. For the second, it shows that permutation operators multiply as the permutations do, and that each of them multiplies the antisymmetriser by its sign, so that the square is an average of six equal terms.

As first written in Lean, the proof fails:

```lean
import Mathlib

open Matrix

namespace T1Determinant

noncomputable section

variable {n : Type*} [Fintype n] [DecidableEq n]

/-- Operators on three distinguishable particles with one-particle basis `n`. -/
abbrev Op3 (n : Type*) := Matrix (Fin 3 → n) (Fin 3 → n) ℂ

/-- The operator that permutes the three particles by `σ`. -/
def exchange (σ : Equiv.Perm (Fin 3)) : Op3 n :=
  Matrix.of fun x y => if x ∘ σ = y then 1 else 0

/-- The antisymmetriser: the signed average of the six particle permutations. -/
def antisym : Op3 n :=
  (1 / 6 : ℂ) • ∑ σ : Equiv.Perm (Fin 3), ((Equiv.Perm.sign σ : ℤ) : ℂ) • exchange σ

/-- The antisymmetriser is an orthogonal projector. -/
theorem antisym_projector :
    (antisym : Op3 n).IsHermitian ∧ (antisym : Op3 n) * antisym = antisym := by
  have hs : ∀ σ : Equiv.Perm (Fin 3),
      ((Equiv.Perm.sign σ : ℤ) : ℂ) * ((Equiv.Perm.sign σ : ℤ) : ℂ) = 1 := fun σ => by
    rcases Int.units_eq_one_or (Equiv.Perm.sign σ) with h | h <;> simp [h]
  constructor
  · -- the adjoint of a permutation is its inverse, which has the same sign
    have hP : ∀ σ : Equiv.Perm (Fin 3), (exchange σ : Op3 n)ᴴ = exchange σ⁻¹ := fun σ => by
      ext x y
      have h : (y ∘ σ = x) ↔ (x ∘ ⇑σ⁻¹ = y) := by
        constructor
        · rintro rfl
          funext i
          simp
        · rintro rfl
          funext i
          simp
      simp only [Matrix.conjTranspose_apply, exchange, Matrix.of_apply, h]
      split_ifs <;> simp
    have h6 : star (1 / 6 : ℂ) = 1 / 6 := by simp
    unfold Matrix.IsHermitian antisym
    rw [Matrix.conjTranspose_smul, Matrix.conjTranspose_sum, h6]
    congr 1
    refine Fintype.sum_equiv (Equiv.inv _) _ _ fun σ => ?_
    rw [Matrix.conjTranspose_smul, hP]
    simp
  · have hP : ∀ σ τ : Equiv.Perm (Fin 3),
        (exchange σ : Op3 n) * exchange τ = exchange (σ * τ) := fun σ τ => by
      ext x y
      simp [exchange, Matrix.mul_apply, Function.comp_assoc]
    -- a permutation acts on the antisymmetriser by its sign
    have hA : ∀ σ : Equiv.Perm (Fin 3), (exchange σ : Op3 n) * antisym =
        ((Equiv.Perm.sign σ : ℤ) : ℂ) • antisym := fun σ => by
      unfold antisym
      rw [Matrix.mul_smul, Finset.mul_sum, smul_comm, Finset.smul_sum]
      congr 1
      refine Fintype.sum_equiv (Equiv.mulLeft σ) _ _ fun τ => ?_
      rw [Matrix.mul_smul, hP, smul_smul]
      simp only [Equiv.coe_mulLeft, Equiv.Perm.sign_mul, Units.val_mul, Int.cast_mul]
      rw [← mul_assoc, hs, one_mul]
    have hB : ∀ B : Op3 n, antisym * B = (1 / 6 : ℂ) •
        ∑ σ : Equiv.Perm (Fin 3), ((Equiv.Perm.sign σ : ℤ) : ℂ) • (exchange σ * B) := by
      intro B
      simp only [antisym, Matrix.smul_mul, Finset.sum_mul]
    rw [hB]
    simp only [hA, smul_smul, hs, one_smul]
    rw [Finset.sum_const, Finset.card_univ, Fintype.card_perm, Fintype.card_fin,
      ← Nat.cast_smul_eq_nsmul ℂ, smul_smul]
    norm_num [Nat.factorial]

end

end T1Determinant
```

The compiler's answer:

```
Main.lean:50:75: error: unsolved goals
n : Type u_1
inst✝¹ : Fintype n
inst✝ : DecidableEq n
hs : ∀ (σ : Equiv.Perm (Fin 3)), ↑↑(Equiv.Perm.sign σ) * ↑↑(Equiv.Perm.sign σ) = 1
σ τ : Equiv.Perm (Fin 3)
x y : Fin 3 → n
⊢ (∑ j, if j ∘ ⇑τ = y then if x ∘ ⇑σ = j then 1 else 0 else 0) = if x ∘ ⇑σ ∘ ⇑τ = y then 1 else 0
Main.lean:59:6: error: Type mismatch
  Fintype.sum_equiv (Equiv.mulLeft σ) ?m.370 ?m.371 fun τ => ?m.373
has type
  ∑ x, ?m.370 x = ∑ x, ?m.371 x
but is expected to have type
  ∑ x, (1 / 6) • (exchange σ * ↑↑(Equiv.Perm.sign x) • exchange x) =
    (1 / 6) • ↑↑(Equiv.Perm.sign σ) • ∑ σ, ↑↑(Equiv.Perm.sign σ) • exchange σ
Main.lean:52:40: warning: This simp argument is unused:
  Function.comp_assoc

Hint: Omit it from the simp argument list.
  [apply] simp [exchange, Matrix.mul_apply]

Note: This linter can be disabled with `set_option linter.unusedSimpArgs false`
```

The first error is in the product rule `hP`. `simp` leaves a sum over `j` whose outer condition is `j ∘ ⇑τ = y`, while the equation that fixes `j`, `x ∘ ⇑σ = j`, sits inside it. `simp` did not collapse the sum in this form, and `Function.comp_assoc` found nothing to do, hence the warning. The repair names the one surviving term with `Finset.sum_eq_single (x ∘ σ)`: its first factor is 1, and for every other index that factor is 0. The remaining equality holds by `rfl`.

The second error is in `hA`. After `smul_comm`, both sides have the outer factor 1/6, but `rw [Finset.smul_sum]` takes the first match, on the left, and moves 1/6 into that sum only. The right side is still a scalar times a sum, so `congr 1` can't cancel the factor, and `Fintype.sum_equiv`, which proves an equality of two sums, doesn't fit. In the repair `congr 1` comes first and removes 1/6. `Finset.smul_sum` then acts on the right, where it moves the sign of `σ` into the sum, and both sides are sums.

This version goes through:

```diff
@@ -50,11 +50,21 @@
         (exchange σ : Op3 n) * exchange τ = exchange (σ * τ) := fun σ τ => by
       ext x y
-      simp [exchange, Matrix.mul_apply, Function.comp_assoc]
+      rw [Matrix.mul_apply, Finset.sum_eq_single (x ∘ σ)]
+      · have h : (exchange σ : Op3 n) x (x ∘ σ) = 1 := by simp [exchange]
+        rw [h, one_mul]
+        rfl
+      · intro z _ hz
+        have h : (exchange σ : Op3 n) x z = 0 := by
+          simp only [exchange, Matrix.of_apply]
+          exact if_neg fun h => hz h.symm
+        rw [h, zero_mul]
+      · simp
     -- a permutation acts on the antisymmetriser by its sign
     have hA : ∀ σ : Equiv.Perm (Fin 3), (exchange σ : Op3 n) * antisym =
         ((Equiv.Perm.sign σ : ℤ) : ℂ) • antisym := fun σ => by
       unfold antisym
-      rw [Matrix.mul_smul, Finset.mul_sum, smul_comm, Finset.smul_sum]
+      rw [Matrix.mul_smul, Finset.mul_sum, smul_comm]
       congr 1
+      rw [Finset.smul_sum]
       refine Fintype.sum_equiv (Equiv.mulLeft σ) _ _ fun τ => ?_
       rw [Matrix.mul_smul, hP, smul_smul]
```
